# For $C_{33} > C_{44} > 0$, the larger in-plane Christoffel eigenvalue leaves the symmetry axis with slope $2C_{33}\delta$ in $\sin^2\theta$

A plane wave travels through a homogeneous, transversely isotropic elastic solid of density $\rho$, at an angle $\theta$ to the symmetry axis. Its polarisation lies in the plane that contains the axis and the propagation direction. Four stiffnesses in Voigt notation matter, with 3 as the axis: $C_{11}$, $C_{13}$, $C_{33}$ and $C_{44}$. With $s=\sin^2\theta\in[0,1]$, the Christoffel matrix is

$$M(s)=\begin{pmatrix} C_{11}s+C_{44}(1-s) & (C_{13}+C_{44})\sqrt{s(1-s)}\\ (C_{13}+C_{44})\sqrt{s(1-s)} & C_{44}s+C_{33}(1-s)\end{pmatrix}.$$

Its eigenvalues are $\rho v^2$, with $v$ the phase velocity. Write $L(s)$ for the larger one and $S(s)$ for the smaller one. The Thomsen parameters are

$$\varepsilon=\frac{C_{11}-C_{33}}{2C_{33}},\qquad \delta=\frac{(C_{13}+C_{44})^2-(C_{33}-C_{44})^2}{2C_{33}(C_{33}-C_{44})}.$$

## The slope on the axis

If $C_{33}>C_{44}$, the right derivative of $L$ at $s=0$ is

$$L'(0^+)=C_{44}-C_{33}+\frac{(C_{13}+C_{44})^2}{C_{33}-C_{44}}.$$

If also $C_{33}>0$, this equals $2C_{33}\delta$, and three further statements hold:

- The faster velocity $\sqrt{L/\rho}$ has slope $\sqrt{C_{33}/\rho}\,\delta$ in $s$, for $\rho>0$.
- The smaller eigenvalue has slope $S'(0^+)=2C_{33}(\varepsilon-\delta)$.
- The equality $\varepsilon=\delta$ holds exactly when $L(s)=C_{33}(1+2\varepsilon s)$ on all of $[0,1]$, which is elliptical anisotropy.

None of this assumes that the anisotropy is weak.

## Thomsen input and Christoffel solvers

A seismic modelling code that takes $\delta$ as input but computes with stiffnesses can recover $C_{13}$ from

$$(C_{13}+C_{44})^2=(C_{33}-C_{44})\,(C_{33}-C_{44}+2C_{33}\delta).$$

The right side must be non-negative, and the sign of $C_{13}+C_{44}$ has to be supplied separately, because $\delta$ fixes only its square. The eigenvalues don't depend on that sign, but the polarisation vectors away from the axis do.

The slope also gives a check on a Christoffel solver: $(L(s)-L(0))/s$ should approach $2C_{33}\delta$ at small $s$, until cancellation spoils the difference. The quotient is taken in $s$ and not in $\theta$, since the first derivative with respect to $\theta$ vanishes on the axis. The same check works when the solver is given the stiffnesses of a hexagonal crystal from an electronic-structure calculation, provided that it leaves out piezoelectric coupling. It tests the solver and not the stiffnesses, since the slope formula holds for any values with $C_{33}>C_{44}>0$.

## From the secular equation to the slope

Put $D=C_{33}-C_{44}>0$ and $B=C_{13}+C_{44}$, and call the diagonal entries $a$ and $b$. An eigenvalue $\mu$ satisfies

$$(a-\mu)(b-\mu)=B^2s(1-s).$$

Let $T=a+b=C_{11}s+C_{44}+C_{33}(1-s)$ be the trace. Multiplying by 4 and completing the square gives

$$(2\mu-T)^2=\Delta(s),\qquad \Delta(s)=\big[(C_{11}-C_{44})s-D(1-s)\big]^2+4B^2s(1-s).$$

Hence $L=(T+\sqrt\Delta)/2$ and $S=(T-\sqrt\Delta)/2$.

On the axis the bracket equals $-D$, so $\sqrt{\Delta(0)}=D$ and $L(0)=C_{33}$. The bracket has slope $m=C_{11}-2C_{44}+C_{33}$, and $s(1-s)$ has slope 1. Therefore

$$\Delta'(0)=-2Dm+4B^2,\qquad (\sqrt\Delta)'(0)=\frac{\Delta'(0)}{2D}=\frac{2B^2}{D}-m.$$

With $T'(0)=C_{11}-C_{33}$, half the sum of the two slopes is

$$L'(0^+)=\tfrac12\Big(C_{11}-C_{33}-C_{11}+2C_{44}-C_{33}+\frac{2B^2}{D}\Big)=-D+\frac{B^2}{D}.$$

The stiffness $C_{11}$ has dropped out. The term $B^2/D$ is the level repulsion of second-order perturbation theory for two states: squared coupling over gap.

From the definition of $\delta$, $2C_{33}\delta=(B^2-D^2)/D=L'(0^+)$. The chain rule then gives the velocity slope:

$$\frac{2C_{33}\delta/\rho}{2\sqrt{C_{33}/\rho}}=\sqrt{C_{33}/\rho}\;\delta.$$

Since $L+S=T$, the smaller eigenvalue has slope $C_{11}-C_{33}-2C_{33}\delta=2C_{33}(\varepsilon-\delta)$.

If $\varepsilon=\delta$, then $C_{11}-C_{33}=B^2/D-D$, which means $B^2=(C_{11}-C_{44})D$. So $C_{11}-C_{44}\ge0$, and the discriminant is a perfect square:

$$\Delta(s)=\big[(C_{11}-C_{44})s+D(1-s)\big]^2.$$

The bracket is non-negative on $[0,1]$, so $L=C_{11}s+C_{33}(1-s)=C_{33}(1+2\varepsilon s)$. Conversely, if $L$ has this form, its slope is $2C_{33}\varepsilon$. It is also $2C_{33}\delta$, and $C_{33}>0$ gives $\varepsilon=\delta$.

**Equal stiffnesses on the axis.** The strict inequality $C_{44}<C_{33}$ can't be relaxed to $C_{44}\le C_{33}$. Take $C_{11}=C_{33}=C_{44}=1$ and $C_{13}=0$. Both diagonal entries are then 1, and $L(s)=1+\sqrt{s(1-s)}$. The quotient $(L(s)-L(0))/s=\sqrt{(1-s)/s}$ diverges as $s\to0^+$, so there is no finite slope.

## The Lean source

```lean
import Mathlib

open Matrix Set

noncomputable section

namespace TransverseIsotropy

/-- The four stiffnesses that govern waves polarised in the plane that contains the symmetry axis
and the propagation direction. -/
structure Stiffness where
  C11 : ℝ
  C13 : ℝ
  C33 : ℝ
  C44 : ℝ

/-- The Christoffel matrix for in-plane polarisation, with `s = sin² θ` in `[0, 1]` and `θ` the
angle between the propagation direction and the symmetry axis. -/
def christoffel (c : Stiffness) (s : ℝ) : Matrix (Fin 2) (Fin 2) ℝ :=
  !![c.C11 * s + c.C44 * (1 - s), (c.C13 + c.C44) * √(s * (1 - s));
     (c.C13 + c.C44) * √(s * (1 - s)), c.C44 * s + c.C33 * (1 - s)]

/-- The eigenvalues of the Christoffel matrix. -/
def modes (c : Stiffness) (s : ℝ) : Set ℝ :=
  {μ | ∃ v : Fin 2 → ℝ, v ≠ 0 ∧ christoffel c s *ᵥ v = μ • v}

/-- `L` gives the larger eigenvalue of the Christoffel matrix in every direction. -/
def IsUpperMode (c : Stiffness) (L : ℝ → ℝ) : Prop :=
  ∀ s ∈ Icc (0 : ℝ) 1, IsGreatest (modes c s) (L s)

/-- `S` gives the smaller eigenvalue of the Christoffel matrix in every direction. -/
def IsLowerMode (c : Stiffness) (S : ℝ → ℝ) : Prop :=
  ∀ s ∈ Icc (0 : ℝ) 1, IsLeast (modes c s) (S s)

/-- The Thomsen parameter `ε`, for `C33 ≠ 0`. -/
def epsilon (c : Stiffness) : ℝ := (c.C11 - c.C33) / (2 * c.C33)

/-- The Thomsen parameter `δ`, for `C33 ≠ 0` and `C33 ≠ C44`. -/
def delta (c : Stiffness) : ℝ :=
  ((c.C13 + c.C44) ^ 2 - (c.C33 - c.C44) ^ 2) / (2 * c.C33 * (c.C33 - c.C44))

/-- The trace of the Christoffel matrix. -/
def modeSum (c : Stiffness) (s : ℝ) : ℝ := c.C11 * s + c.C44 + c.C33 * (1 - s)

/-- The discriminant of the secular equation, for `s` in `[0, 1]`. -/
def disc (c : Stiffness) (s : ℝ) : ℝ :=
  ((c.C11 - c.C44) * s - (c.C33 - c.C44) * (1 - s)) ^ 2
    + 4 * (c.C13 + c.C44) ^ 2 * (s * (1 - s))

/-- The secular equation: for `s` in `[0, 1]`, `μ` is an eigenvalue exactly when
`(2 μ - trace)²` equals the discriminant. -/
theorem mem_modes_iff (c : Stiffness) {s : ℝ} (hs : s ∈ Icc (0 : ℝ) 1) (μ : ℝ) :
    μ ∈ modes c s ↔ (2 * μ - modeSum c s) ^ 2 = disc c s := by
  have hq : √(s * (1 - s)) ^ 2 = s * (1 - s) :=
    Real.sq_sqrt (mul_nonneg hs.1 (sub_nonneg.mpr hs.2))
  -- move the eigenvalue to the left and use the determinant
  have key : ∀ v : Fin 2 → ℝ, christoffel c s *ᵥ v = μ • v ↔
      !![c.C11 * s + c.C44 * (1 - s) - μ, (c.C13 + c.C44) * √(s * (1 - s));
         (c.C13 + c.C44) * √(s * (1 - s)), c.C44 * s + c.C33 * (1 - s) - μ] *ᵥ v = 0 := by
    intro v
    rw [← sub_eq_zero]
    apply Eq.congr _ rfl
    ext i
    fin_cases i <;> simp [christoffel, Matrix.mulVec, dotProduct, Fin.sum_univ_two] <;> ring
  simp only [modes, Set.mem_ofPred_eq, key]
  rw [Matrix.exists_mulVec_eq_zero_iff, Matrix.det_fin_two_of]
  unfold modeSum disc
  constructor <;> intro h
  · linear_combination 4 * h + 4 * (c.C13 + c.C44) ^ 2 * hq
  · linear_combination h / 4 - (c.C13 + c.C44) ^ 2 * hq

/-- For `s` in `[0, 1]` the larger and smaller eigenvalues are half the trace plus or minus
half the root of the discriminant. -/
theorem branches (c : Stiffness) {s : ℝ} (hs : s ∈ Icc (0 : ℝ) 1) :
    IsGreatest (modes c s) ((modeSum c s + √(disc c s)) / 2) ∧
      IsLeast (modes c s) ((modeSum c s - √(disc c s)) / 2) := by
  have hd : 0 ≤ disc c s := by
    have := mul_nonneg hs.1 (sub_nonneg.mpr hs.2)
    unfold disc
    positivity
  have hr := Real.sq_sqrt hd
  have hbound : ∀ μ ∈ modes c s, |2 * μ - modeSum c s| ≤ √(disc c s) := by
    intro μ hμ
    rw [← (mem_modes_iff c hs μ).mp hμ, Real.sqrt_sq_eq_abs]
  refine ⟨⟨(mem_modes_iff c hs _).mpr ?_, fun μ hμ => ?_⟩,
    ⟨(mem_modes_iff c hs _).mpr ?_, fun μ hμ => ?_⟩⟩
  · linear_combination hr
  · linarith [(abs_le.mp (hbound μ hμ)).2]
  · linear_combination hr
  · linarith [(abs_le.mp (hbound μ hμ)).1]

/-- At `s = 0` the root of the discriminant is `C33 - C44`, if `C44 < C33`. -/
theorem gap_axis (c : Stiffness) (h : c.C44 < c.C33) : √(disc c 0) = c.C33 - c.C44 := by
  have h0 : disc c 0 = (c.C33 - c.C44) ^ 2 := by unfold disc; ring
  rw [h0, Real.sqrt_sq (sub_pos.mpr h).le]

/-- At `s = 0` the trace of the Christoffel matrix has derivative `C11 - C33` in `s`. -/
theorem hasDerivAt_modeSum (c : Stiffness) : HasDerivAt (modeSum c) (c.C11 - c.C33) 0 :=
  ((((hasDerivAt_id' (0 : ℝ)).const_mul c.C11).add_const c.C44).fun_add
    (((hasDerivAt_id' (0 : ℝ)).const_sub 1).const_mul c.C33)).congr_deriv (by ring)

/-- The derivative at `s = 0` of the root of the discriminant, if `C44 < C33`. -/
theorem hasDerivAt_gap (c : Stiffness) (h : c.C44 < c.C33) :
    HasDerivAt (fun s => √(disc c s))
      (2 * (c.C13 + c.C44) ^ 2 / (c.C33 - c.C44) - (c.C11 - 2 * c.C44 + c.C33)) 0 := by
  have hD : c.C33 - c.C44 ≠ 0 := (sub_pos.mpr h).ne'
  have h1 : HasDerivAt (fun s : ℝ => (c.C11 - c.C44) * s - (c.C33 - c.C44) * (1 - s))
      (c.C11 - 2 * c.C44 + c.C33) 0 :=
    (((hasDerivAt_id' (0 : ℝ)).const_mul (c.C11 - c.C44)).fun_sub
      (((hasDerivAt_id' (0 : ℝ)).const_sub 1).const_mul (c.C33 - c.C44))).congr_deriv (by ring)
  have h2 : HasDerivAt (fun s : ℝ => s * (1 - s)) 1 0 :=
    ((hasDerivAt_id' (0 : ℝ)).fun_mul ((hasDerivAt_id' (0 : ℝ)).const_sub 1)).congr_deriv
      (by ring)
  have h3 := h1.fun_mul h1
  simp only [← pow_two] at h3
  have hg : HasDerivAt (disc c) (-2 * (c.C33 - c.C44) * (c.C11 - 2 * c.C44 + c.C33)
      + 4 * (c.C13 + c.C44) ^ 2) 0 :=
    (h3.fun_add (h2.const_mul (4 * (c.C13 + c.C44) ^ 2))).congr_deriv (by ring)
  -- the discriminant is nonzero on the axis, so its root is differentiable
  have hne : disc c 0 ≠ 0 := by
    intro h0
    have := gap_axis c h
    rw [h0, Real.sqrt_zero] at this
    exact hD this.symm
  refine (hg.sqrt hne).congr_deriv ?_
  rw [gap_axis c h]
  field_simp
  ring

/-- If `C44 < C33`, the larger eigenvalue leaves the symmetry axis with slope
`C44 - C33 + (C13 + C44)² / (C33 - C44)` in `s = sin² θ`. -/
theorem upper_slope (c : Stiffness) (h : c.C44 < c.C33) {L : ℝ → ℝ} (hL : IsUpperMode c L) :
    HasDerivWithinAt L (c.C44 - c.C33 + (c.C13 + c.C44) ^ 2 / (c.C33 - c.C44))
      (Icc 0 1) 0 := by
  have hf := (((hasDerivAt_modeSum c).fun_add (hasDerivAt_gap c h)).div_const 2).congr_deriv
    (show _ = c.C44 - c.C33 + (c.C13 + c.C44) ^ 2 / (c.C33 - c.C44) by ring)
  exact hf.hasDerivWithinAt.congr (fun s hs => (hL s hs).unique (branches c hs).1)
    ((hL 0 (by simp)).unique (branches c (by simp)).1)

/-- For `C33 > 0` and `C44 < C33`, `2 C33 δ` equals `C44 - C33 + (C13 + C44)² / (C33 - C44)`, the
expression in `upper_slope`. -/
theorem two_C33_delta (c : Stiffness) (h33 : 0 < c.C33) (h : c.C44 < c.C33) :
    2 * c.C33 * delta c = c.C44 - c.C33 + (c.C13 + c.C44) ^ 2 / (c.C33 - c.C44) := by
  have hD : c.C33 - c.C44 ≠ 0 := (sub_pos.mpr h).ne'
  unfold delta
  field_simp
  ring

/-- For density `ρ > 0`, `C33 > 0` and `C44 < C33`, the phase velocity of the faster in-plane
wave leaves the symmetry axis with slope `√(C33 / ρ) δ` in `sin² θ`. -/
theorem velocity_slope (c : Stiffness) (h33 : 0 < c.C33) (h : c.C44 < c.C33) {ρ : ℝ}
    (hρ : 0 < ρ) {L : ℝ → ℝ} (hL : IsUpperMode c L) :
    HasDerivWithinAt (fun s => √(L s / ρ)) (√(c.C33 / ρ) * delta c) (Icc 0 1) 0 := by
  have h0 : L 0 = c.C33 := by
    rw [(hL 0 (by simp)).unique (branches c (by simp)).1, gap_axis c h]
    unfold modeSum
    ring
  have hpos : 0 < c.C33 / ρ := div_pos h33 hρ
  have hr := Real.sq_sqrt hpos.le
  have hr0 := Real.sqrt_pos.mpr hpos
  have h1 := upper_slope c h hL
  rw [← two_C33_delta c h33 h] at h1
  refine ((h1.div_const ρ).sqrt (by rw [h0]; exact hpos.ne')).congr_deriv ?_
  rw [h0, div_eq_iff (by positivity)]
  linear_combination (-2 * delta c) * hr

/-- For `C33 > 0` and `C44 < C33`, the smaller eigenvalue leaves the symmetry axis with slope
`2 C33 (ε - δ)` in `sin² θ`. -/
theorem lower_slope (c : Stiffness) (h33 : 0 < c.C33) (h : c.C44 < c.C33) {S : ℝ → ℝ}
    (hS : IsLowerMode c S) :
    HasDerivWithinAt S (2 * c.C33 * (epsilon c - delta c)) (Icc 0 1) 0 := by
  have he : 2 * c.C33 * epsilon c = c.C11 - c.C33 := by unfold epsilon; field_simp
  have hf := (((hasDerivAt_modeSum c).fun_sub (hasDerivAt_gap c h)).div_const 2).congr_deriv
    (show _ = 2 * c.C33 * (epsilon c - delta c) by
      rw [mul_sub, he, two_C33_delta c h33 h]; ring)
  exact hf.hasDerivWithinAt.congr (fun s hs => (hS s hs).unique (branches c hs).2)
    ((hS 0 (by simp)).unique (branches c (by simp)).2)

/-- Elliptical anisotropy: for `C33 > 0` and `C44 < C33`, `ε = δ` holds exactly when the larger
eigenvalue is `C33 (1 + 2 ε sin² θ)` in every direction. -/
theorem elliptical_iff (c : Stiffness) (h33 : 0 < c.C33) (h : c.C44 < c.C33) {L : ℝ → ℝ}
    (hL : IsUpperMode c L) :
    epsilon c = delta c ↔ ∀ s ∈ Icc (0 : ℝ) 1, L s = c.C33 * (1 + 2 * epsilon c * s) := by
  have hD : 0 < c.C33 - c.C44 := sub_pos.mpr h
  have he : 2 * c.C33 * epsilon c = c.C11 - c.C33 := by unfold epsilon; field_simp
  have hd := two_C33_delta c h33 h
  constructor
  · intro heq s hs
    rw [← heq, he] at hd
    have hK : (c.C13 + c.C44) ^ 2 = (c.C11 - c.C44) * (c.C33 - c.C44) := by
      rw [← div_eq_iff hD.ne']
      linarith
    have hA : 0 ≤ c.C11 - c.C44 := by
      refine le_of_mul_le_mul_right ?_ hD
      rw [zero_mul, ← hK]
      positivity
    -- the discriminant is a perfect square
    have hsq : disc c s = ((c.C11 - c.C44) * s + (c.C33 - c.C44) * (1 - s)) ^ 2 := by
      unfold disc
      rw [hK]
      ring
    have hn : 0 ≤ (c.C11 - c.C44) * s + (c.C33 - c.C44) * (1 - s) :=
      add_nonneg (mul_nonneg hA hs.1) (mul_nonneg hD.le (sub_nonneg.mpr hs.2))
    rw [(hL s hs).unique (branches c hs).1, hsq, Real.sqrt_sq hn]
    unfold modeSum
    linear_combination (-s) * he
  · intro hlin
    -- compare the two expressions for the slope on the axis
    have h1 := upper_slope c h hL
    rw [← hd] at h1
    have hf : HasDerivAt (fun s : ℝ => c.C33 * (1 + 2 * epsilon c * s))
        (2 * c.C33 * epsilon c) 0 :=
      ((((hasDerivAt_id' (0 : ℝ)).const_mul (2 * epsilon c)).const_add 1).const_mul
        c.C33).congr_deriv (by ring)
    have h2 := hf.hasDerivWithinAt.congr hlin (hlin 0 (by simp))
    have hu : UniqueDiffWithinAt ℝ (Icc (0 : ℝ) 1) 0 :=
      uniqueDiffOn_Icc zero_lt_one 0 (by simp)
    have h3 := (h2.derivWithin hu).symm.trans (h1.derivWithin hu)
    exact mul_left_cancel₀ (by positivity) h3

end TransverseIsotropy
```

```lean
#print axioms TransverseIsotropy.upper_slope
-- 'TransverseIsotropy.upper_slope' depends on axioms: [propext, Classical.choice, Quot.sound]
#print axioms TransverseIsotropy.velocity_slope
-- 'TransverseIsotropy.velocity_slope' depends on axioms: [propext, Classical.choice, Quot.sound]
#print axioms TransverseIsotropy.lower_slope
-- 'TransverseIsotropy.lower_slope' depends on axioms: [propext, Classical.choice, Quot.sound]
#print axioms TransverseIsotropy.elliptical_iff
-- 'TransverseIsotropy.elliptical_iff' depends on axioms: [propext, Classical.choice, Quot.sound]
```

## Stiffnesses, eigenvalues and slopes in Lean

A `Stiffness` is any four real numbers; neither elastic stability nor $C_{44}>0$ is required. The set `modes c s` contains the eigenvalues, not the polarisation vectors that the word "mode" often suggests. `IsUpperMode c L` says that `L s` is the greatest element of that set for every $s\in[0,1]$, and `IsLowerMode` is the analogue for the least. No formula for the eigenvalue enters these definitions. `HasDerivWithinAt … (Icc 0 1) 0` is the derivative at 0 taken within $[0,1]$, hence the right derivative.

The proof follows the calculation above:

- `mem_modes_iff` is the secular equation. It turns the existence of a nonzero eigenvector into a vanishing determinant, and `linear_combination` completes the square. `modeSum` is $T$ and `disc` is $\Delta$.
- `branches` shows that the two roots are the greatest and least eigenvalues, so functions of both kinds exist.
- `gap_axis` gives $\sqrt{\Delta(0)}=D$, and `hasDerivAt_modeSum` and `hasDerivAt_gap` give the slopes of $T$ and $\sqrt\Delta$. The last one needs $\Delta(0)\ne0$ to differentiate the root.
- `upper_slope` and `lower_slope` take half the sum and half the difference. `two_C33_delta` brings in $\delta$, and `velocity_slope` applies the chain rule.
- `elliptical_iff` uses the perfect square in one direction and uniqueness of the derivative within $[0,1]$ in the other.

### Moving a derivative to an unknown function

The factor $\sqrt{s(1-s)}$ in $M$ has no finite slope at $s=0$, and nothing is known about `L` outside $[0,1]$. The lemma `HasDerivWithinAt.congr` deals with both. It says that if two functions agree on a set and at the base point, a derivative within that set passes from one to the other.

The explicit branch $(T+\sqrt\Delta)/2$ involves only the square of the awkward factor, written as the polynomial $s(1-s)$, and has an ordinary two-sided derivative at 0. `hasDerivWithinAt` restricts that derivative to $[0,1]$. Agreement with `L` there comes from `IsGreatest.unique`, since a set of reals has at most one greatest element.

## From the matrix to a medium

The theorems start from the matrix $M(s)$. The step from the elastic wave equation to this matrix, and with it the reading of its eigenvalues as $\rho v^2$, is standard physics that the hypotheses don't contain.

The slopes are limits at the axis. They give no error bound for $L(s)\approx C_{33}(1+2\delta s)$ at a finite angle, and they say nothing about rounding in a solver. At a finite angle the exact value is $(T+\sqrt\Delta)/2$, which reduces to $C_{33}(1+2\varepsilon s)$ when $\varepsilon=\delta$.

`L` is chosen by size and not by polarisation. On the axis, $C_{44}<C_{33}$ makes it the longitudinal wave; further away, a code that labels waves by polarisation has to establish for itself that its quasi-longitudinal branch is still the larger one. The shear wave polarised perpendicular to the plane is absent from this $2\times2$ problem.
